# No five-point sequence satisfies both the D4 two-scale relation for the second derivative and the second-derivative normalisation

A derivative filter is represented here by the algebraic equations that it should satisfy, and not by an integral over wavelets. Let \(\varphi\) be the Daubechies D4 scaling function, supported on \([0,3]\), with

\[
\varphi(x)=\sqrt2\sum_k h_k\,\varphi(2x-k),
\]

where \(h_0,\dots,h_3\) are the four filter coefficients. On a grid of unit spacing, the matrix elements of the \(d\)-th derivative would be

\[
r_k=\int\varphi(x)\,\varphi^{(d)}(x-k)\,dx .
\]

Insert the refinement equation for both factors. The derivative contributes \(2^d\), the two prefactors \(\sqrt2\) contribute 2, and the substitution \(y=2x\) contributes \(\tfrac12\):

\[
r_k=2^d\sum_{i,j}h_ih_j\,r_{2k+j-i}
=2^d\sum_m a_m\,r_{2k-m},\qquad a_m=\sum_j h_jh_{j+m}.
\]

This manipulation presupposes that the integrals make sense. It motivates the equations, but the theorems start from the equations themselves and say nothing about the integrals.

```lean
import Mathlib

open Finset

namespace D4SecondDerivative

noncomputable section
```

## The filter and its refinement coefficients

The D4 coefficients are

\[
(h_0,h_1,h_2,h_3)=\frac{1}{4\sqrt2}\,(1+\sqrt3,\;3+\sqrt3,\;3-\sqrt3,\;1-\sqrt3).
\]

In Lean, `d4Filter` is a function on all integers that vanishes off these four sites, so shifted copies need no boundary rules.

```lean
/-- The four-tap D4 scaling filter, extended by zero to all integers. -/
def d4Filter (k : ℤ) : ℝ :=
  (if k = 0 then 1 + √3 else if k = 1 then 3 + √3 else
    if k = 2 then 3 - √3 else if k = 3 then 1 - √3 else 0) / (4 * √2)
```

The coefficients \(a_m\) are entered as explicit rational numbers. Their agreement with the autocorrelation of the filter is proved below.

```lean
/-- The refinement coefficients `a₀ = 1`, `a₊₁ = a₋₁ = 9/16`, `a₊₃ = a₋₃ = -1/16`,
all others zero. -/
def a (m : ℤ) : ℝ :=
  if m = 0 then 1 else if m = 1 ∨ m = -1 then 9 / 16 else
    if m = 3 ∨ m = -3 then -1 / 16 else 0
```

## What counts as a connection filter

A sequence `r : ℤ → ℝ` is a connection filter of order \(d\) if it vanishes for \(|k|>2\) and satisfies the two-scale relation at every integer \(k\). The support condition reflects the fact that two copies of an interval of length 3 overlap only at the ends, or not at all, once they are shifted by 3 or more. The sum over \(m\) runs from \(-3\) to \(3\), which contains every non-zero \(a_m\). Evenness, \(r_{-k}=r_k\), is not assumed.

```lean
/-- A connection filter of order `d`: a real sequence supported on `|k| ≤ 2` that obeys the
two-scale relation `r_k = 2^d ∑ₘ aₘ r_(2k-m)` at every integer `k`. -/
def IsConnectionFilter (d : ℕ) (r : ℤ → ℝ) : Prop :=
  (∀ k, k < -2 ∨ 2 < k → r k = 0) ∧
    ∀ k, r k = 2 ^ d * ∑ m ∈ Icc (-3 : ℤ) 3, a m * r (2 * k - m)
```

The definition leaves the scale of \(r\) free, since any multiple of a solution is again a solution. Here a moment condition is used to set it. If the filter acts on samples as \(\sum_k r_k f(x+k)\), then \(f(x)=x^2\) at \(x=0\) must give its second derivative, so a second-derivative filter needs \(\sum_k k^2r_k=2\). Likewise \(f(x)=x\) requires \(\sum_k k\,r_k=1\) of a first-derivative filter.

Two stencils will turn out to solve the equations, one for each order. For \(d=2\) it is the fourth difference.

```lean
/-- The fourth-difference stencil `(1, -4, 6, -4, 1)`. -/
def fourthDifference (k : ℤ) : ℝ :=
  if k = 0 then 6 else if k = 1 ∨ k = -1 then -4 else if k = 2 ∨ k = -2 then 1 else 0
```

For \(d=1\) it is the usual five-point central difference.

```lean
/-- The five-point central difference `(1/12, -2/3, 0, 2/3, -1/12)`. -/
def centralDifference (k : ℤ) : ℝ :=
  if k = 1 then 2 / 3 else if k = -1 then -2 / 3 else
    if k = 2 then -1 / 12 else if k = -2 then 1 / 12 else 0
```

## The autocorrelation of D4

Multiplying out the filter coefficients gives

\[
\begin{aligned}
32\,a_0&=(4+2\sqrt3)+(12+6\sqrt3)+(12-6\sqrt3)+(4-2\sqrt3)=32,\\
32\,a_1&=(6+4\sqrt3)+6+(6-4\sqrt3)=18,\\
32\,a_2&=2\sqrt3-2\sqrt3=0,\\
32\,a_3&=(1+\sqrt3)(1-\sqrt3)=-2.
\end{aligned}
\]

Hence \(a_0=1\), \(a_{\pm1}=9/16\), \(a_{\pm2}=0\) and \(a_{\pm3}=-1/16\). For \(|m|>3\) the two copies of the filter do not overlap. The proof makes the same division: it treats the non-overlapping shifts together, then checks the seven remaining values of \(m\) using \(\sqrt3\cdot\sqrt3=3\).

```lean
/-- The refinement coefficients are the autocorrelation of the D4 filter. -/
theorem d4_autocorrelation (m : ℤ) :
    ∑ k ∈ Icc (0 : ℤ) 3, d4Filter k * d4Filter (k + m) = a m := by
  by_cases hm : m < -3 ∨ 3 < m
  · -- the two copies of the filter no longer overlap
    have ha : a m = 0 := by
      unfold a
      rw [if_neg (by omega), if_neg (by omega), if_neg (by omega)]
    rw [ha]
    refine Finset.sum_eq_zero fun k hk => ?_
    rw [Finset.mem_Icc] at hk
    have h0 : d4Filter (k + m) = 0 := by
      unfold d4Filter
      rw [if_neg (by omega), if_neg (by omega), if_neg (by omega), if_neg (by omega), zero_div]
    rw [h0, mul_zero]
  · have h2 : √2 * √2 = (2 : ℝ) := Real.mul_self_sqrt (by norm_num)
    have h3 : √3 * √3 = (3 : ℝ) := Real.mul_self_sqrt (by norm_num)
    have hp : ∀ x y : ℝ, x / (4 * √2) * (y / (4 * √2)) = x * y / 32 := by
      intro x y
      rw [div_mul_div_comm, show 4 * √2 * (4 * √2) = (32 : ℝ) by linear_combination 16 * h2]
    have hI : Icc (0 : ℤ) 3 = {0, 1, 2, 3} := by decide
    have hc : m = -3 ∨ m = -2 ∨ m = -1 ∨ m = 0 ∨ m = 1 ∨ m = 2 ∨ m = 3 := by omega
    simp only [d4Filter, hp, hI]
    rcases hc with rfl | rfl | rfl | rfl | rfl | rfl | rfl <;> norm_num [a] <;> nlinarith [h3]
```

## From infinitely many relations to five

With the coefficients inserted, the refinement sum at any integer \(n\) is

\[
\sum_m a_m r_{n-m}=r_n+\tfrac{9}{16}(r_{n-1}+r_{n+1})-\tfrac1{16}(r_{n-3}+r_{n+3}).
\]

```lean
/-- The refinement sum written out as a stencil with five non-zero weights. -/
theorem refinement_sum (r : ℤ → ℝ) (n : ℤ) :
    ∑ m ∈ Icc (-3 : ℤ) 3, a m * r (n - m) =
      r n + 9 / 16 * (r (n - 1) + r (n + 1)) - 1 / 16 * (r (n - 3) + r (n + 3)) := by
  have hI : Icc (-3 : ℤ) 3 = {-3, -2, -1, 0, 1, 2, 3} := by decide
  rw [hI]
  simp [a]
  ring
```

The moments are sums over the support, and these have five terms.

```lean
/-- A sum over the window `|k| ≤ 2` has five terms. -/
theorem sum_window (f : ℤ → ℝ) :
    ∑ k ∈ Icc (-2 : ℤ) 2, f k = f (-2) + f (-1) + f 0 + f 1 + f 2 := by
  have hI : Icc (-2 : ℤ) 2 = {-2, -1, 0, 1, 2} := by decide
  rw [hI]
  simp
  ring
```

Now set \(n=2k\). If \(|k|\ge3\), then each of the sites \(2k\), \(2k\pm1\) and \(2k\pm3\) has absolute value at least 3. Both sides of the relation vanish there, so only \(k=-2,\dots,2\) impose conditions:

\[
\begin{aligned}
r_0&=2^d\left[r_0+\tfrac9{16}(r_{-1}+r_1)\right],\\
r_{\pm1}&=2^d\left[r_{\pm2}+\tfrac9{16}r_{\pm1}-\tfrac1{16}r_{\mp1}\right],\\
r_{\pm2}&=-\tfrac{2^d}{16}\,r_{\pm1}.
\end{aligned}
\]

The theorem `connection_iff` states this equivalence for every natural number \(d\). Its proof evaluates the refinement sum at the five sites, deletes the entries outside the support, and uses the argument just given for the remaining integers.

```lean
/-- For a sequence supported on `|k| ≤ 2`, the two-scale relations at all integers are
equivalent to five linear equations. -/
theorem connection_iff {d : ℕ} {r : ℤ → ℝ} (hs : ∀ k, k < -2 ∨ 2 < k → r k = 0) :
    IsConnectionFilter d r ↔
      r 0 = 2 ^ d * (r 0 + 9 / 16 * (r (-1) + r 1)) ∧
      r 1 = 2 ^ d * (r 2 + 9 / 16 * r 1 - 1 / 16 * r (-1)) ∧
      r (-1) = 2 ^ d * (r (-2) + 9 / 16 * r (-1) - 1 / 16 * r 1) ∧
      r 2 = 2 ^ d * (-(1 / 16 * r 1)) ∧
      r (-2) = 2 ^ d * (-(1 / 16 * r (-1))) := by
  have z3 := hs 3 (by omega)
  have z4 := hs 4 (by omega)
  have z5 := hs 5 (by omega)
  have z7 := hs 7 (by omega)
  have y3 := hs (-3) (by omega)
  have y4 := hs (-4) (by omega)
  have y5 := hs (-5) (by omega)
  have y7 := hs (-7) (by omega)
  -- the refinement sums at the five sites of the support
  have s0 := refinement_sum r (2 * 0)
  have s1 := refinement_sum r (2 * 1)
  have t1 := refinement_sum r (2 * -1)
  have s2 := refinement_sum r (2 * 2)
  have t2 := refinement_sum r (2 * -2)
  have q0 : r (2 * 0) + 9 / 16 * (r (2 * 0 - 1) + r (2 * 0 + 1))
      - 1 / 16 * (r (2 * 0 - 3) + r (2 * 0 + 3)) = r 0 + 9 / 16 * (r (-1) + r 1) := by
    norm_num [z3, y3]
  have q1 : r (2 * 1) + 9 / 16 * (r (2 * 1 - 1) + r (2 * 1 + 1))
      - 1 / 16 * (r (2 * 1 - 3) + r (2 * 1 + 3)) = r 2 + 9 / 16 * r 1 - 1 / 16 * r (-1) := by
    norm_num [z3, z5]
  have p1 : r (2 * -1) + 9 / 16 * (r (2 * -1 - 1) + r (2 * -1 + 1))
      - 1 / 16 * (r (2 * -1 - 3) + r (2 * -1 + 3))
      = r (-2) + 9 / 16 * r (-1) - 1 / 16 * r 1 := by
    norm_num [y3, y5]
  have q2 : r (2 * 2) + 9 / 16 * (r (2 * 2 - 1) + r (2 * 2 + 1))
      - 1 / 16 * (r (2 * 2 - 3) + r (2 * 2 + 3)) = -(1 / 16 * r 1) := by
    norm_num [z3, z4, z5, z7]
  have p2 : r (2 * -2) + 9 / 16 * (r (2 * -2 - 1) + r (2 * -2 + 1))
      - 1 / 16 * (r (2 * -2 - 3) + r (2 * -2 + 3)) = -(1 / 16 * r (-1)) := by
    norm_num [y3, y4, y5, y7]
  rw [q0] at s0
  rw [q1] at s1
  rw [p1] at t1
  rw [q2] at s2
  rw [p2] at t2
  constructor
  · intro h
    exact ⟨s0 ▸ h.2 0, s1 ▸ h.2 1, t1 ▸ h.2 (-1), s2 ▸ h.2 2, t2 ▸ h.2 (-2)⟩
  · rintro ⟨e0, e1, f1, e2, f2⟩
    refine ⟨hs, fun k => ?_⟩
    by_cases hk : k < -2 ∨ 2 < k
    · -- outside the window both sides vanish
      rw [refinement_sum, hs k hk, hs (2 * k) (by omega), hs (2 * k - 1) (by omega),
        hs (2 * k + 1) (by omega), hs (2 * k - 3) (by omega), hs (2 * k + 3) (by omega)]
      ring
    · have hc : k = -2 ∨ k = -1 ∨ k = 0 ∨ k = 1 ∨ k = 2 := by omega
      rcases hc with rfl | rfl | rfl | rfl | rfl
      · rw [t2]; exact f2
      · rw [t1]; exact f1
      · rw [s0]; exact e0
      · rw [s1]; exact e1
      · rw [s2]; exact e2
```

## The second-derivative equations have only the fourth difference

For \(d=2\) the outer equations read \(4r_{\pm2}=-r_{\pm1}\). Substituting the upper sign into the equation for \(r_1\) gives

\[
r_1=-r_1+\tfrac94r_1-\tfrac14r_{-1}
\quad\Longrightarrow\quad r_1=r_{-1}.
\]

The sequence is therefore even as a consequence of the equations. The central equation becomes \(-3r_0=\tfrac92r_1\), so \(r_0=-\tfrac32r_1\). With \(c=r_2\),

\[
(r_{-2},r_{-1},r_0,r_1,r_2)=c\,(1,-4,6,-4,1).
\]

Conversely, every multiple of this stencil satisfies the five equations. In `order_two_iff`, the forward direction chooses `r 2` as the constant and leaves the elimination to `linarith`; the reverse direction is substitution followed by `ring`. The value \(c=0\) is allowed, so the zero sequence counts as a solution.

```lean
/-- The connection filters of order two are exactly the real multiples of the
fourth-difference stencil. -/
theorem order_two_iff (r : ℤ → ℝ) :
    IsConnectionFilter 2 r ↔ ∃ c : ℝ, ∀ k, r k = c * fourthDifference k := by
  have hz : ∀ k, k < -2 ∨ 2 < k → fourthDifference k = 0 := by
    intro k hk
    unfold fourthDifference
    rw [if_neg (by omega), if_neg (by omega), if_neg (by omega)]
  constructor
  · intro h
    obtain ⟨e0, e1, f1, e2, f2⟩ := (connection_iff h.1).1 h
    refine ⟨r 2, fun k => ?_⟩
    by_cases hk : k < -2 ∨ 2 < k
    · rw [h.1 k hk, hz k hk, mul_zero]
    · have hc : k = -2 ∨ k = -1 ∨ k = 0 ∨ k = 1 ∨ k = 2 := by omega
      rcases hc with rfl | rfl | rfl | rfl | rfl <;> norm_num [fourthDifference] <;> linarith
  · rintro ⟨c, hr⟩
    have v0 : r 0 = c * 6 := by simp [hr, fourthDifference]
    have v1 : r 1 = c * (-4) := by simp [hr, fourthDifference]
    have w1 : r (-1) = c * (-4) := by simp [hr, fourthDifference]
    have v2 : r 2 = c * 1 := by simp [hr, fourthDifference]
    have w2 : r (-2) = c * 1 := by simp [hr, fourthDifference]
    refine (connection_iff fun k hk => by rw [hr, hz k hk, mul_zero]).2 ?_
    rw [v0, v1, w1, v2, w2]
    refine ⟨?_, ?_, ?_, ?_, ?_⟩ <;> ring
```

The fourth difference has vanishing moments of orders 0 to 3. The odd ones cancel by symmetry, and the even ones are

\[
1-4+6-4+1=0,\qquad 4-4+0-4+4=0.
\]

Expanding the powers of \(x+k\) then shows that every solution gives zero on the samples of any polynomial of degree at most three, wherever the stencil is centred. In Lean, the real numbers `p₀` to `p₃` are the polynomial coefficients and `x` is the centre. The proof expresses all entries through `r 2` and expands.

```lean
/-- A connection filter of order two gives zero on the samples of every polynomial of degree
at most three. -/
theorem annihilates_cubics {r : ℤ → ℝ} (h : IsConnectionFilter 2 r) (p₀ p₁ p₂ p₃ x : ℝ) :
    ∑ k ∈ Icc (-2 : ℤ) 2,
      r k * (p₀ + p₁ * (x + k) + p₂ * (x + k) ^ 2 + p₃ * (x + k) ^ 3) = 0 := by
  obtain ⟨e0, e1, f1, e2, f2⟩ := (connection_iff h.1).1 h
  have v0 : r 0 = 6 * r 2 := by linarith
  have v1 : r 1 = -4 * r 2 := by linarith
  have w1 : r (-1) = -4 * r 2 := by linarith
  have w2 : r (-2) = r 2 := by linarith
  rw [sum_window, v0, v1, w1, w2]
  push_cast
  ring
```

The choice of the polynomial \(x^2\), centred at \(x=0\), isolates the second moment:

\[
\sum_k k^2r_k=0 .
\]

```lean
/-- The second moment of every connection filter of order two vanishes. -/
theorem second_moment_eq_zero {r : ℤ → ℝ} (h : IsConnectionFilter 2 r) :
    ∑ k ∈ Icc (-2 : ℤ) 2, (k : ℝ) ^ 2 * r k = 0 := by
  refine (Finset.sum_congr rfl fun k _ => ?_).trans (annihilates_cubics h 0 0 1 0 0)
  ring
```

A second-derivative filter would need this moment to be 2, which contradicts the value 0. The next theorem says that no real sequence meets both requirements, whether it is even or not.

```lean
/-- No connection filter of order two has second moment 2, the value needed to
differentiate `x²` twice correctly. -/
theorem no_second_derivative_filter :
    ¬ ∃ r : ℤ → ℝ, IsConnectionFilter 2 r ∧
      ∑ k ∈ Icc (-2 : ℤ) 2, (k : ℝ) ^ 2 * r k = 2 := by
  rintro ⟨r, h, h2⟩
  rw [second_moment_eq_zero h] at h2
  norm_num at h2
```

The two-scale relation is essential to this conclusion. Without it, the ordinary three-point stencil \((0,1,-2,1,0)\) has the right support and second moment \(1+1=2\). It violates the relation at \(k=2\), where the left side is \(0\) and the right side is \(-\tfrac14r_1=-\tfrac14\).

In a program, the five equations form the eigenvalue problem \(Tr=2^{-d}r\) with \(T_{kl}=a_{2k-l}\) and \(k,l=-2,\dots,2\), and the moment condition fixes the scale of the eigenvector. For D4 and \(d=2\), rescaling means division by zero or by rounding noise, which can produce a stencil with enormous entries. If the moment condition is appended as an extra row, the linear system is inconsistent; a least-squares solver still returns a vector, but with a non-zero residual. Checking the moment before rescaling, or the residual afterwards, exposes the failure.

This matters for electronic-structure calculations in a wavelet basis, where the kinetic energy \(-\tfrac12\,d^2/dx^2\) (in atomic units) can be applied through a second-derivative filter: for one-dimensional D4 functions at a single resolution level, the five-point construction cannot supply it.

## The first derivative has exactly one filter

The same refinement coefficients cause no difficulty for \(d=1\). The outer equations become \(r_{\pm2}=-\tfrac18r_{\pm1}\), and the equation for \(r_1\) gives

\[
r_1=-\tfrac14r_1+\tfrac98r_1-\tfrac18r_{-1}
\quad\Longrightarrow\quad r_{-1}=-r_1 .
\]

The central equation, \(r_0=2r_0+\tfrac98(r_{-1}+r_1)\), then yields \(r_0=0\). The first moment is

\[
\sum_k k\,r_k=2(r_2-r_{-2})+(r_1-r_{-1})
=-\tfrac12r_1+2r_1=\tfrac32r_1 .
\]

Setting it to 1 gives \(r_1=\tfrac23\) and \(r_2=-\tfrac1{12}\), hence

\[
(r_{-2},r_{-1},r_0,r_1,r_2)=\left(\tfrac1{12},-\tfrac23,0,\tfrac23,-\tfrac1{12}\right).
\]

The equivalence in `first_derivative_filter_iff` contains both existence and uniqueness. One direction solves the linear equations site by site; the other checks that the central difference satisfies them and has first moment 1. The obstruction found above therefore concerns the second-derivative equations, and is not a general failure of the D4 refinement coefficients.

```lean
/-- For the first derivative the construction succeeds: the only connection filter of order
one with first moment 1 is the five-point central difference. -/
theorem first_derivative_filter_iff (r : ℤ → ℝ) :
    (IsConnectionFilter 1 r ∧ ∑ k ∈ Icc (-2 : ℤ) 2, (k : ℝ) * r k = 1) ↔
      r = centralDifference := by
  have hz : ∀ k, k < -2 ∨ 2 < k → centralDifference k = 0 := by
    intro k hk
    unfold centralDifference
    rw [if_neg (by omega), if_neg (by omega), if_neg (by omega), if_neg (by omega)]
  constructor
  · rintro ⟨h, hm⟩
    obtain ⟨e0, e1, f1, e2, f2⟩ := (connection_iff h.1).1 h
    rw [sum_window] at hm
    push_cast at hm
    funext k
    by_cases hk : k < -2 ∨ 2 < k
    · rw [h.1 k hk, hz k hk]
    · have hc : k = -2 ∨ k = -1 ∨ k = 0 ∨ k = 1 ∨ k = 2 := by omega
      rcases hc with rfl | rfl | rfl | rfl | rfl <;> norm_num [centralDifference] <;> linarith
  · rintro rfl
    refine ⟨(connection_iff hz).2 ?_, ?_⟩
    · norm_num [centralDifference]
    · rw [sum_window]
      norm_num [centralDifference]

end

end D4SecondDerivative
```

```lean
#print axioms D4SecondDerivative.d4_autocorrelation
#print axioms D4SecondDerivative.order_two_iff
#print axioms D4SecondDerivative.no_second_derivative_filter
#print axioms D4SecondDerivative.first_derivative_filter_iff
```

```
'D4SecondDerivative.d4_autocorrelation' depends on axioms: [propext, Classical.choice, Quot.sound]
'D4SecondDerivative.order_two_iff' depends on axioms: [propext, Classical.choice, Quot.sound]
'D4SecondDerivative.no_second_derivative_filter' depends on axioms: [propext, Classical.choice, Quot.sound]
'D4SecondDerivative.first_derivative_filter_iff' depends on axioms: [propext, Classical.choice, Quot.sound]
```
